# Newton iteration on the log of the core norm converges from every start when the parameter multiplies a positive profile in the pseudo-orbital's exponent

## Can the last Kerker parameter be ambiguous, or Newton run away?

I am replacing an all-electron radial orbital inside a core radius R by a nodeless pseudo-orbital u(r) = r^(l+1) exp(p(r)), as in Kerker's construction, where p is a quartic polynomial without a linear term. Matching the value and two derivatives at R leaves one free number d in p, and I fix it by requiring the charge inside R to equal the all-electron value N. That charge depends on d through an exponential, so a bad guess can be wrong by orders of magnitude. Could there be two solutions, or could Newton's method on the logarithm of the charge overshoot back and forth?

## One solution, approached from above after the first step

Neither can happen if d multiplies a fixed profile that is positive inside the core. Write p = q + d g, where q already satisfies the matching conditions. For Kerker's quartic,

g(r) = (R − r)³(R + 3r) = R⁴ − 6R²r² + 8Rr³ − 3r⁴.

It has no linear term, and it leaves the value and first two derivatives at R unchanged. With w = r^(2l+2) exp(2q), define

Z(d) = ∫₀ᴿ w exp(2dg) dr, F(d) = log Z(d).

Here "norm" means the charge Z, not its square root. On a bounded range of d the d-derivative of the integrand has a continuous bound, so we may differentiate under the integral:

F′(d) = S(d) = (1/Z(d)) ∫₀ᴿ 2g w exp(2dg) dr > 0.

**Tangents.** For any e, set m = (e − d)S(d) and t = 2(e − d)g − m. The mean of t over the density w exp(2dg) is zero, so exp(t) ≥ 1 + t gives

Z(e) = exp(m) ∫₀ᴿ w exp(2dg) exp(t) dr ≥ exp(m) Z(d),

F(e) ≥ F(d) + (e − d)S(d).

Thus F lies on or above its tangents. Take the tangent at z = (1 − b)x + by, with 0 ≤ b ≤ 1, evaluate it at x and y, and average with weights 1 − b and b. The slope terms cancel, leaving F(z) ≤ (1 − b)F(x) + bF(y), which is convexity. For e > d, S(d) > 0 gives F(e) > F(d).

**The root.** As d → −∞ the integrand tends to zero inside the core and, for d ≤ 0, is at most w, so Z → 0. The tangent at 0 shows that F reaches at least log N at (log N − F(0))/S(0). By continuity there is a δ with Z(δ) = N, and strict growth makes it unique.

**The iteration.** The Newton step d′ satisfies (d′ − d)S(d) = log N − F(d). The tangent inequality then gives F(d′) ≥ log N, so d′ ≥ δ from any d. Relabel so that d₀ ≥ δ. Then

dₙ − dₙ₊₁ = (F(dₙ) − log N)/S(dₙ) ≥ 0,

and the iterates decrease to some L ≥ δ. The tangent at dₙ, evaluated at dₙ + 1, bounds the slope:

S(dₙ) ≤ F(dₙ + 1) − F(dₙ) ≤ F(d₀ + 1) − log N = C.

Hence 0 ≤ F(dₙ) − log N ≤ C(dₙ − dₙ₊₁) → 0. So F(L) = log N and L = δ.

In the Lean file, `coreNorm`, `logNorm` and `logSlope` are Z, F and S. `Admissible w g R` says that R > 0 and that w and g are continuous on [0, R] and positive on the open interval; they may vanish at the ends, as the weight w above does at 0 and the profile g above does at R. `newton_converges` states, for N > 0, that a unique δ has core norm N, that the iterates `(newtonStep w g R N)^[n] d₀` tend to δ for every real d₀, and that they are nonincreasing (`Antitone`) if the starting norm is at least N. `kerker_witness` shows that this weight and this profile are admissible for every continuous q.

Finding a q that matches the all-electron orbital at R is left to you. The result supports the norm-conservation step of pseudopotential generation for one parameter and a fixed profile; the Troullier–Martins curvature condition is quadratic in the coefficients and does not reduce to this form. Real numbers and exact integrals are assumed, and no convergence rate is given. In floating point, a start far below δ can make the first step long enough to overflow the exponential.

```lean
import Mathlib

open MeasureTheory Filter Topology Set

namespace NormMatching

noncomputable section

/-- Weight `w` and profile `g` are continuous on the core region `[0, R]`, `R > 0`, and positive
in its interior. -/
structure Admissible (w g : ℝ → ℝ) (R : ℝ) : Prop where
  radius_pos : 0 < R
  cont_w : ContinuousOn w (Icc 0 R)
  cont_g : ContinuousOn g (Icc 0 R)
  w_pos : ∀ r ∈ Ioo 0 R, 0 < w r
  g_pos : ∀ r ∈ Ioo 0 R, 0 < g r

/-- Core norm: the charge (squared norm, not its square root) inside the core radius `R` of a
pseudo-orbital with radial density `w exp(2 d g)`. -/
def coreNorm (w g : ℝ → ℝ) (R d : ℝ) : ℝ :=
  ∫ r in (0 : ℝ)..R, w r * Real.exp (2 * d * g r)

/-- Logarithm of the core norm, for positive core norm. -/
def logNorm (w g : ℝ → ℝ) (R d : ℝ) : ℝ := Real.log (coreNorm w g R d)

/-- Mean of `2 g` over the core density, for nonzero core norm. -/
def logSlope (w g : ℝ → ℝ) (R d : ℝ) : ℝ :=
  (∫ r in (0 : ℝ)..R, 2 * g r * (w r * Real.exp (2 * d * g r))) / coreNorm w g R d

/-- One Newton step for the equation `logNorm d = log N`, for admissible `w` and `g` and `N > 0`. -/
def newtonStep (w g : ℝ → ℝ) (R N d : ℝ) : ℝ :=
  d - (logNorm w g R d - Real.log N) / logSlope w g R d

variable {w g : ℝ → ℝ} {R : ℝ}

/-- For admissible `w` and `g` the radial density is continuous on the core region. -/
theorem Admissible.continuousOn_density (h : Admissible w g R) (d : ℝ) :
    ContinuousOn (fun r => w r * Real.exp (2 * d * g r)) (Icc 0 R) :=
  h.cont_w.mul (continuousOn_const.mul h.cont_g).rexp

/-- For admissible `w` and `g` the core norm is positive. -/
theorem Admissible.coreNorm_pos (h : Admissible w g R) (d : ℝ) : 0 < coreNorm w g R d :=
  intervalIntegral.intervalIntegral_pos_of_pos_on
    ((h.continuousOn_density d).intervalIntegrable_of_Icc h.radius_pos.le)
    (fun r hr => mul_pos (h.w_pos r hr) (Real.exp_pos _)) h.radius_pos

/-- For admissible `w` and `g` the logarithmic slope is positive. -/
theorem Admissible.logSlope_pos (h : Admissible w g R) (d : ℝ) : 0 < logSlope w g R d :=
  div_pos (intervalIntegral.intervalIntegral_pos_of_pos_on
    (((continuousOn_const.mul h.cont_g).mul
      (h.continuousOn_density d)).intervalIntegrable_of_Icc h.radius_pos.le)
    (fun r hr => mul_pos (mul_pos two_pos (h.g_pos r hr))
      (mul_pos (h.w_pos r hr) (Real.exp_pos _))) h.radius_pos) (h.coreNorm_pos d)

/-- For admissible `w` and `g` the derivative of the log-norm is the mean of `2 g` over the
core density. -/
theorem Admissible.hasDerivAt_logNorm (h : Admissible w g R) (d : ℝ) :
    HasDerivAt (logNorm w g R) (logSlope w g R d) d := by
  have hsub : uIoc 0 R ⊆ Icc 0 R := by
    rw [uIoc_of_le h.radius_pos.le]; exact Ioc_subset_Icc_self
  have hmeas : ∀ f : ℝ → ℝ, ContinuousOn f (Icc 0 R) →
      AEStronglyMeasurable f (volume.restrict (uIoc 0 R)) :=
    fun f hf => (hf.mono hsub).aestronglyMeasurable measurableSet_uIoc
  -- differentiate under the integral sign
  have hZ : HasDerivAt (coreNorm w g R)
      (∫ r in (0 : ℝ)..R, 2 * g r * (w r * Real.exp (2 * d * g r))) d := by
    refine (intervalIntegral.hasDerivAt_integral_of_dominated_loc_of_deriv_le
      (F := fun x r => w r * Real.exp (2 * x * g r))
      (F' := fun x r => 2 * g r * (w r * Real.exp (2 * x * g r)))
      (bound := fun r => |2 * g r| * (|w r| * Real.exp (2 * (|d| + 1) * |g r|)))
      (Metric.ball_mem_nhds d one_pos)
      (Eventually.of_forall fun x => hmeas _ (h.continuousOn_density x))
      ((h.continuousOn_density d).intervalIntegrable_of_Icc h.radius_pos.le)
      (hmeas _ ((continuousOn_const.mul h.cont_g).mul (h.continuousOn_density d)))
      (ae_of_all _ fun r _ x hx => ?_)
      (ContinuousOn.intervalIntegrable_of_Icc h.radius_pos.le ?_)
      (ae_of_all _ fun r _ x _ => ?_)).2
    · show ‖2 * g r * (w r * Real.exp (2 * x * g r))‖ ≤
        |2 * g r| * (|w r| * Real.exp (2 * (|d| + 1) * |g r|))
      rw [Metric.mem_ball, Real.dist_eq] at hx
      have hx' : |x| ≤ |d| + 1 := by linarith [abs_sub_abs_le_abs_sub x d]
      have h1 : x * g r ≤ |x| * |g r| := (le_abs_self _).trans (abs_mul _ _).le
      have h2 := mul_le_mul_of_nonneg_right hx' (abs_nonneg (g r))
      have h3 : 2 * x * g r ≤ 2 * (|d| + 1) * |g r| := by linarith
      rw [Real.norm_eq_abs, abs_mul (2 * g r), abs_mul (w r), Real.abs_exp]
      exact mul_le_mul_of_nonneg_left (mul_le_mul_of_nonneg_left
        (Real.exp_le_exp.mpr h3) (abs_nonneg _)) (abs_nonneg _)
    · exact (continuousOn_const.mul h.cont_g).abs.mul
        (h.cont_w.abs.mul (continuousOn_const.mul h.cont_g.abs).rexp)
    · have h1 : HasDerivAt (fun y : ℝ => 2 * y * g r) (2 * g r) x :=
        (((hasDerivAt_id' x).const_mul (2 : ℝ)).mul_const (g r)).congr_deriv (by ring)
      exact (h1.exp.const_mul (w r)).congr_deriv (by ring)
  exact hZ.log (h.coreNorm_pos d).ne'

/-- For admissible `w` and `g` the log-norm lies on or above each of its tangents. -/
theorem Admissible.tangent_le (h : Admissible w g R) (d e : ℝ) :
    logNorm w g R d + (e - d) * logSlope w g R d ≤ logNorm w g R e := by
  obtain ⟨m, hm⟩ : ∃ m, m = (e - d) * logSlope w g R d := ⟨_, rfl⟩
  have hZ := h.coreNorm_pos d
  have hA := (h.continuousOn_density d).intervalIntegrable_of_Icc (μ := volume) h.radius_pos.le
  have hB : IntervalIntegrable (fun r => 2 * g r * (w r * Real.exp (2 * d * g r))) volume 0 R :=
    ((continuousOn_const (c := (2 : ℝ)).mul h.cont_g).mul
      (h.continuousOn_density d)).intervalIntegrable_of_Icc (μ := volume) h.radius_pos.le
  have hs : (∫ r in (0 : ℝ)..R, 2 * g r * (w r * Real.exp (2 * d * g r))) =
      logSlope w g R d * coreNorm w g R d := (div_mul_cancel₀ _ hZ.ne').symm
  have hi : (∫ r in (0 : ℝ)..R, Real.exp m * ((1 - m) * (w r * Real.exp (2 * d * g r)) +
      (e - d) * (2 * g r * (w r * Real.exp (2 * d * g r))))) =
      Real.exp m * coreNorm w g R d := by
    rw [intervalIntegral.integral_const_mul,
      intervalIntegral.integral_add (hA.const_mul _) (hB.const_mul _),
      intervalIntegral.integral_const_mul, intervalIntegral.integral_const_mul, hs]
    change Real.exp m * ((1 - m) * coreNorm w g R d +
      (e - d) * (logSlope w g R d * coreNorm w g R d)) = _
    linear_combination (-Real.exp m * coreNorm w g R d) * hm
  -- integrate `1 + t ≤ exp t` against the density
  have key : Real.exp m * coreNorm w g R d ≤ coreNorm w g R e := by
    rw [← hi]
    refine intervalIntegral.integral_mono_on_of_le_Ioo h.radius_pos.le
      (((hA.const_mul _).add (hB.const_mul _)).const_mul _)
      ((h.continuousOn_density e).intervalIntegrable_of_Icc h.radius_pos.le) fun r hr => ?_
    have ht := Real.add_one_le_exp (2 * (e - d) * g r - m)
    have hE : Real.exp (2 * e * g r) = Real.exp m * Real.exp (2 * d * g r) *
        Real.exp (2 * (e - d) * g r - m) := by
      rw [← Real.exp_add, ← Real.exp_add]; congr 1; ring
    have hp : 0 ≤ Real.exp m * (w r * Real.exp (2 * d * g r)) :=
      (mul_pos (Real.exp_pos _) (mul_pos (h.w_pos r hr) (Real.exp_pos _))).le
    rw [hE]
    linarith [mul_le_mul_of_nonneg_left ht hp]
  have hlog := Real.log_le_log (mul_pos (Real.exp_pos m) hZ) key
  rw [Real.log_mul (Real.exp_ne_zero m) hZ.ne', Real.log_exp] at hlog
  rw [← hm]
  unfold logNorm
  linarith

/-- For admissible `w` and `g` the log-norm is convex and strictly increasing. -/
theorem Admissible.convexOn_and_strictMono (h : Admissible w g R) :
    ConvexOn ℝ univ (logNorm w g R) ∧ StrictMono (logNorm w g R) := by
  refine ⟨⟨convex_univ, fun x _ y _ a b ha hb hab => ?_⟩, fun d e hde => ?_⟩
  · simp only [smul_eq_mul]
    obtain rfl : a = 1 - b := by linarith
    have h1 := mul_le_mul_of_nonneg_left (h.tangent_le ((1 - b) * x + b * y) x) ha
    have h2 := mul_le_mul_of_nonneg_left (h.tangent_le ((1 - b) * x + b * y) y) hb
    linarith
  · linarith [h.tangent_le d e, mul_pos (sub_pos.2 hde) (h.logSlope_pos d)]

/-- For admissible `w` and `g`, every target norm `N > 0` is met by exactly one `d`. -/
theorem Admissible.existsUnique_coreNorm_eq (h : Admissible w g R) {N : ℝ} (hN : 0 < N) :
    ∃! d, coreNorm w g R d = N := by
  have hin : ∀ᵐ r : ℝ, r ∈ uIoc 0 R → r ∈ Ioo 0 R := by
    have hR : ∀ᵐ r : ℝ, r ≠ R := by simp [ae_iff]
    refine hR.mono fun r hr hm => ?_
    rw [uIoc_of_le h.radius_pos.le] at hm
    exact ⟨hm.1, lt_of_le_of_ne hm.2 hr⟩
  -- the norm vanishes as `d → -∞`
  have hlim : Tendsto (coreNorm w g R) atBot (𝓝 0) := by
    have hd := intervalIntegral.tendsto_integral_filter_of_dominated_convergence
      (μ := volume) (a := 0) (b := R) (l := atBot)
      (F := fun d r => w r * Real.exp (2 * d * g r)) (f := fun _ => (0 : ℝ))
      (fun r => |w r|)
      (Eventually.of_forall fun d => ((h.continuousOn_density d).intervalIntegrable_of_Icc
        h.radius_pos.le).aestronglyMeasurable_restrict_uIoc)
      ((eventually_le_atBot 0).mono fun d hd => hin.mono fun r hr hm => by
        rw [Real.norm_eq_abs, abs_mul (w r), Real.abs_exp]
        refine mul_le_of_le_one_right (abs_nonneg _) (Real.exp_le_one_iff.mpr ?_)
        linarith [mul_nonneg (neg_nonneg.2 hd) (h.g_pos r (hr hm)).le])
      (h.cont_w.abs.intervalIntegrable_of_Icc h.radius_pos.le)
      (hin.mono fun r hr hm => by
        have h1 : Tendsto (fun d : ℝ => 2 * d * g r) atBot atBot :=
          (tendsto_id.const_mul_atBot two_pos).atBot_mul_const (h.g_pos r (hr hm))
        have h2 := (Real.tendsto_exp_atBot.comp h1).const_mul (w r)
        rw [mul_zero] at h2
        exact h2)
    simp only [intervalIntegral.integral_zero] at hd
    exact hd
  obtain ⟨a, ha⟩ := (hlim.eventually_lt_const hN).exists
  -- the tangent at `0` gives a point where the norm is at least `N`
  have hb := h.tangent_le 0 ((Real.log N - logNorm w g R 0) / logSlope w g R 0)
  rw [sub_zero, div_mul_cancel₀ _ (h.logSlope_pos 0).ne'] at hb
  have hc : Continuous (logNorm w g R) :=
    continuous_iff_continuousAt.2 fun x => (h.hasDerivAt_logNorm x).continuousAt
  obtain ⟨d, hd⟩ := mem_range_of_exists_le_of_exists_ge hc
    ⟨a, Real.log_le_log (h.coreNorm_pos a) ha.le⟩ ⟨_, by linarith⟩
  refine ⟨d, Real.log_injOn_pos (mem_Ioi.2 (h.coreNorm_pos d)) (mem_Ioi.2 hN) hd,
    fun y (hy : coreNorm w g R y = N) => h.convexOn_and_strictMono.2.injective ?_⟩
  rw [hd, logNorm, hy]

/-- For admissible `w` and `g` and `N > 0`, a Newton step from any `d` lands where the core norm
is at least `N`. -/
theorem Admissible.le_coreNorm_newtonStep (h : Admissible w g R) {N : ℝ} (hN : 0 < N) (d : ℝ) :
    N ≤ coreNorm w g R (newtonStep w g R N d) := by
  have h1 := h.tangent_le d (newtonStep w g R N d)
  have h2 : (newtonStep w g R N d - d) * logSlope w g R d = Real.log N - logNorm w g R d := by
    have h3 := div_mul_cancel₀ (logNorm w g R d - Real.log N) (h.logSlope_pos d).ne'
    unfold newtonStep
    linear_combination -h3
  refine (Real.log_le_log_iff hN (h.coreNorm_pos _)).1 ?_
  change Real.log N ≤ logNorm w g R _
  linarith

/-- For admissible `w` and `g` and `N > 0`, Newton iteration from any start converges to the unique
`δ` with core norm `N`; it is nonincreasing if the starting norm is at least `N`. -/
theorem Admissible.newton_converges (h : Admissible w g R) {N : ℝ} (hN : 0 < N) :
    ∃ δ, coreNorm w g R δ = N ∧ (∀ e, coreNorm w g R e = N → e = δ) ∧
      ∀ d₀, Tendsto (fun n => (newtonStep w g R N)^[n] d₀) atTop (𝓝 δ) ∧
        (N ≤ coreNorm w g R d₀ → Antitone fun n => (newtonStep w g R N)^[n] d₀) := by
  obtain ⟨δ, hδ, huniq⟩ := h.existsUnique_coreNorm_eq hN
  have hFδ : logNorm w g R δ = Real.log N := congrArg Real.log hδ
  have hmono := h.convexOn_and_strictMono.2
  have hmain : ∀ d₀, N ≤ coreNorm w g R d₀ →
      Antitone (fun n => (newtonStep w g R N)^[n] d₀) ∧
        Tendsto (fun n => (newtonStep w g R N)^[n] d₀) atTop (𝓝 δ) := by
    intro d₀ h0
    have hup : ∀ n, Real.log N ≤ logNorm w g R ((newtonStep w g R N)^[n] d₀) := by
      intro n
      refine Real.log_le_log hN ?_
      cases n with
      | zero => exact h0
      | succ n =>
        rw [Function.iterate_succ_apply']
        exact h.le_coreNorm_newtonStep hN _
    have hinc : ∀ n, ((newtonStep w g R N)^[n] d₀ - (newtonStep w g R N)^[n + 1] d₀) *
        logSlope w g R ((newtonStep w g R N)^[n] d₀) =
        logNorm w g R ((newtonStep w g R N)^[n] d₀) - Real.log N := by
      intro n
      rw [Function.iterate_succ_apply']
      generalize (newtonStep w g R N)^[n] d₀ = y
      rw [newtonStep, sub_sub_cancel]
      exact div_mul_cancel₀ _ (h.logSlope_pos y).ne'
    have hle : ∀ n, (newtonStep w g R N)^[n + 1] d₀ ≤ (newtonStep w g R N)^[n] d₀ := by
      intro n
      by_contra hlt
      linarith [hinc n, hup n, mul_pos (sub_pos.2 (not_le.1 hlt))
        (h.logSlope_pos ((newtonStep w g R N)^[n] d₀))]
    have hanti : Antitone (fun n => (newtonStep w g R N)^[n] d₀) := antitone_nat_of_succ_le hle
    have hbdd : ∀ n, δ ≤ (newtonStep w g R N)^[n] d₀ := fun n =>
      hmono.le_iff_le.1 (hFδ.le.trans (hup n))
    obtain ⟨L, hL⟩ : ∃ L, Tendsto (fun n => (newtonStep w g R N)^[n] d₀) atTop (𝓝 L) :=
      ⟨_, tendsto_atTop_ciInf hanti ⟨δ, by rintro _ ⟨n, rfl⟩; exact hbdd n⟩⟩
    -- bounded slopes make the residual vanish in the limit
    have hres : ∀ n, logNorm w g R ((newtonStep w g R N)^[n] d₀) ≤ Real.log N +
        ((newtonStep w g R N)^[n] d₀ - (newtonStep w g R N)^[n + 1] d₀) *
          (logNorm w g R (d₀ + 1) - Real.log N) := by
      intro n
      have h1 := h.tangent_le ((newtonStep w g R N)^[n] d₀) ((newtonStep w g R N)^[n] d₀ + 1)
      have h2 : (newtonStep w g R N)^[n] d₀ ≤ d₀ := hanti (Nat.zero_le n)
      have h3 := hmono.monotone (by linarith : (newtonStep w g R N)^[n] d₀ + 1 ≤ d₀ + 1)
      have h4 : logSlope w g R ((newtonStep w g R N)^[n] d₀) ≤
          logNorm w g R (d₀ + 1) - Real.log N := by linarith [hup n]
      linarith [hinc n, mul_le_mul_of_nonneg_left h4 (sub_nonneg.2 (hle n))]
    have hr := ((hL.sub (hL.comp (tendsto_add_atTop_nat 1))).mul_const
      (logNorm w g R (d₀ + 1) - Real.log N)).const_add (Real.log N)
    have hFL := le_of_tendsto_of_tendsto'
      ((h.hasDerivAt_logNorm L).continuousAt.tendsto.comp hL) hr hres
    rw [sub_self, zero_mul, add_zero, ← hFδ] at hFL
    have hLδ : L = δ := le_antisymm (hmono.le_iff_le.1 hFL) (ge_of_tendsto' hL hbdd)
    exact ⟨hanti, hLδ ▸ hL⟩
  -- after one step any start is on the monotone side
  refine ⟨δ, hδ, huniq, fun d₀ => ⟨?_, fun h0 => (hmain d₀ h0).1⟩⟩
  exact (tendsto_add_atTop_iff_nat (f := fun n => (newtonStep w g R N)^[n] d₀) 1).1
    (hmain _ (h.le_coreNorm_newtonStep hN d₀)).2

/-- For `R > 0` and continuous `q`, the weight `r^(2l+2) exp(2q)` and the quartic profile
`(R - r)³ (R + 3r)` are admissible. -/
theorem kerker_witness (l : ℕ) {q : ℝ → ℝ} (hq : Continuous q) (hR : 0 < R) :
    Admissible (fun r => r ^ (2 * l + 2) * Real.exp (2 * q r))
      (fun r => (R - r) ^ 3 * (R + 3 * r)) R where
  radius_pos := hR
  cont_w := by fun_prop
  cont_g := by fun_prop
  w_pos := fun r hr => mul_pos (pow_pos hr.1 _) (Real.exp_pos _)
  g_pos := fun r hr => mul_pos (pow_pos (sub_pos.2 hr.2) 3) (by linarith [hr.1])

end

end NormMatching
```

```lean
#print axioms NormMatching.Admissible.newton_converges
```

```
'NormMatching.Admissible.newton_converges' depends on axioms: [propext, Classical.choice, Quot.sound]
```

`hasDerivAt_logNorm` supplies the dominating bound and differentiates the logarithm. `tangent_le` integrates `Real.add_one_le_exp` against the density; its `hi` evaluates the integral of the lower bound, and `key` is the inequality for Z. `convexOn_and_strictMono` combines tangents with `linarith`.

`existsUnique_coreNorm_eq` uses dominated convergence for the lower end, the tangent at 0 for the upper end, and the intermediate value theorem between them. `le_coreNorm_newtonStep` is the landing property.

In `newton_converges`, `hmain` treats starts with norm at least N: `hinc` is the step equation, `hle` the decrease, `hbdd` the lower bound δ, and `hres` the residual estimate with C. An arbitrary start is handled by applying `hmain` after one step and shifting the sequence index.
